# At a fixed density matrix, a constant added to the exchange interaction shifts only the occupied levels

In a plane-wave Hartree–Fock calculation of a periodic system the zero-wavevector term of the Coulomb kernel diverges, and one common remedy in the exchange part is to put a finite number in its place. Suppose that the number is revised after a run sampled at the $\Gamma$ point has converged. In the supercell this adds one constant $c$ to the exchange interaction between every pair of grid points. The stored results can then be corrected by arithmetic: $c$ is subtracted from each occupied orbital energy, the virtual energies are left alone, and $cN/2$ is subtracted from the exchange energy, where $N$ is the number of occupied spin orbitals. This holds on a finite grid when every spin orbital is either fully occupied or empty, with the density matrix and the rest of the Fock matrix held fixed.

## The shift derived by hand

Let $x,y$ label the grid points, together with the spin where it is present, and let orbitals be complex vectors over these labels, with the volume element absorbed into their normalisation. The density matrix $P$ is a Hermitian projector, $P^\dagger=P=P^2$, of rank $N$. An orbital $\phi$ is occupied if $P\phi=\phi$ and virtual if $P\phi=0$. For a real interaction $v_{xy}$, define

$$K(v)_{xy}=-v_{xy}P_{xy},\qquad F(v)=h+K(v),\qquad E_x(v)=-\tfrac12\sum_{x,y}v_{xy}|P_{xy}|^2 .$$

Here $K$ is the exchange matrix, $F$ the Fock matrix and $E_x$ the exchange energy. The matrix $h$ holds everything else, including any Hartree potential. Assume that $F(v)P=PF(v)$. For Hermitian $h$ and symmetric $v$ this is the condition for $P$ to be a stationary point of the Hartree–Fock energy.

**Fock matrix.** Each entry of $K$ changes as $-(v_{xy}+c)P_{xy}=K(v)_{xy}-cP_{xy}$, so

$$F(v+c)=F(v)-cP .$$

Since $P$ commutes with itself and with $F(v)$, it commutes with $F(v+c)$.

**Orbital energies.** If $P\phi=\phi$, then $F(v+c)\phi=F(v)\phi-c\phi$. Hence $F(v)\phi=\varepsilon\phi$ exactly when $F(v+c)\phi=(\varepsilon-c)\phi$. If $P\phi=0$, the two Fock matrices act identically on $\phi$, and its energy is unchanged.

An eigenvector of $F(v)$ may mix the two classes when an occupied and a virtual level coincide. Commutation separates them: from $F(v)\phi=\varepsilon\phi$ follows $F(v)P\phi=PF(v)\phi=\varepsilon P\phi$, and by subtraction the same equation for $\phi-P\phi$. The first part is occupied and the second virtual, so after the shift they obey the eigenvalue equation with $\varepsilon-c$ and $\varepsilon$ respectively.

**Exchange energy.** Hermiticity gives $P_{xy}P_{yx}=|P_{xy}|^2$, and therefore

$$E_x(v)=\tfrac12\sum_{x,y}K(v)_{xy}P_{yx}=\tfrac12\operatorname{tr}\bigl(K(v)P\bigr).$$

Replacing $K(v)$ by $K(v)-cP$ changes this by $-\tfrac c2\operatorname{tr}(P^2)=-\tfrac c2\operatorname{tr}P$. The projector acts as $1$ on its $N$-dimensional range and as $0$ on its kernel, so $\operatorname{tr}P=N$ and

$$E_x(v+c)=E_x(v)-\tfrac{cN}{2}.$$

**Gap.** For an occupied energy $\varepsilon$ and a virtual energy $\eta$, the difference becomes $\eta-(\varepsilon-c)=(\eta-\varepsilon)+c$. A sufficiently negative $c$ can therefore push occupied levels above virtual ones. The projector remains stationary in that case, but it no longer selects the lowest orbitals.

## Grid, interaction and Fock matrix in Lean

The grid is a finite type `n`, with no geometry attached.

```lean
import Mathlib

open Matrix

namespace ExchangeConstantShift

noncomputable section

variable {n : Type*} [Fintype n]
```

The shifted interaction is defined entry by entry.

```lean
/-- The interaction `v + c`: the same constant is added for every pair of grid points. -/
def shift (v : Matrix n n ℝ) (c : ℝ) : Matrix n n ℝ :=
  Matrix.of fun x y => v x y + c
```

A scalar read as a matrix in Mathlib means that scalar times the identity. Writing the shift as `v` plus such a scalar would change only the on-site terms $v_{xx}$, and $F$ would lose $c$ times the diagonal of $P$ instead of $cP$. The entrywise definition prevents this.

The next three definitions transcribe $K$, $F$ and $E_x$. The interaction is real and the density matrix complex, hence the cast `(v x y : ℂ)`. The factor $\tfrac12$ in the energy compensates for counting each pair twice. No further spin factor appears, because `P` is built from spin orbitals, with one electron per occupied orbital.

```lean
/-- The exchange matrix `K(v)_xy = -v_xy P_xy` of the density matrix `P`. -/
def exchange (v : Matrix n n ℝ) (P : Matrix n n ℂ) : Matrix n n ℂ :=
  Matrix.of fun x y => -(v x y : ℂ) * P x y

/-- The Fock matrix `F = h + K(v)`. -/
def fock (h : Matrix n n ℂ) (v : Matrix n n ℝ) (P : Matrix n n ℂ) : Matrix n n ℂ :=
  h + exchange v P

/-- The exchange energy `-(1/2) ∑ v_xy |P_xy|²` for spin orbitals. -/
def exchangeEnergy (v : Matrix n n ℝ) (P : Matrix n n ℂ) : ℝ :=
  -(1 / 2) * ∑ x, ∑ y, v x y * ‖P x y‖ ^ 2
```

A lower bound on the gap is a statement about all pairs of nonzero eigenvectors, one occupied and one virtual, with real energies `ε` and `η`. If there is no such pair, for instance when every orbital is occupied, any `g` qualifies.

```lean
/-- Every virtual orbital energy of `F` lies at least `g` above every occupied one. -/
def GapAtLeast (F P : Matrix n n ℂ) (g : ℝ) : Prop :=
  ∀ (φ ψ : n → ℂ) (ε η : ℝ), φ ≠ 0 → ψ ≠ 0 → P *ᵥ φ = φ → P *ᵥ ψ = 0 →
    F *ᵥ φ = (ε : ℂ) • φ → F *ᵥ ψ = (η : ℂ) • ψ → g ≤ η - ε
```

## The Fock matrix loses cP and stays Hermitian

The first theorem is the entrywise computation: `ext x y` passes to a single entry, `simp` unfolds the definitions and `ring` finishes.

```lean
omit [Fintype n] in
/-- Adding `c` to the interaction subtracts `c P` from the Fock matrix. -/
theorem fock_shift (h : Matrix n n ℂ) (v : Matrix n n ℝ) (P : Matrix n n ℂ) (c : ℝ) :
    fock h (shift v c) P = fock h v P - (c : ℂ) • P := by
  ext x y
  simp only [fock, exchange, shift, Matrix.add_apply, Matrix.sub_apply, Matrix.smul_apply,
    Matrix.of_apply, smul_eq_mul, Complex.ofReal_add]
  ring
```

Symmetry of $v$ enters only in the following lemma. Together with Hermitian $h$ and $P$ it makes $F$ Hermitian, so that orbital energies are real.

```lean
omit [Fintype n] in
/-- For Hermitian `h` and `P` and a symmetric interaction, the Fock matrix is Hermitian. -/
theorem fock_isHermitian {h P : Matrix n n ℂ} {v : Matrix n n ℝ}
    (hh : h.IsHermitian) (hP : P.IsHermitian) (hv : v.IsSymm) :
    (fock h v P).IsHermitian := by
  refine hh.add (Matrix.IsHermitian.ext fun x y => ?_)
  have h1 : star (P y x) = P x y := hP.apply x y
  have h2 : v y x = v x y := hv.apply x y
  change star (-(v y x : ℂ) * P y x) = -(v x y : ℂ) * P x y
  rw [star_mul', h1, h2, star_neg]
  simp
```

## Exchange energy as a trace, and the trace as a particle number

The identity $E_x=\tfrac12\operatorname{tr}(KP)$ is stated in the complex numbers, where the trace lives. The inner step `h` rewrites $K_{xy}P_{yx}$ as $-v_{xy}|P_{xy}|^2$, and the rest is summation.

```lean
/-- The exchange energy is half the trace of the exchange matrix times the density matrix. -/
theorem exchangeEnergy_eq_trace (v : Matrix n n ℝ) {P : Matrix n n ℂ} (hP : P.IsHermitian) :
    (exchangeEnergy v P : ℂ) = 1 / 2 * (exchange v P * P).trace := by
  -- Hermiticity turns `P_xy P_yx` into `|P_xy|²`
  have h : ∀ x y, exchange v P x y * P y x = -((v x y * ‖P x y‖ ^ 2 : ℝ) : ℂ) := by
    intro x y
    have h1 : P y x = star (P x y) := (hP.apply y x).symm
    rw [h1]
    change -(v x y : ℂ) * P x y * (starRingEnd ℂ) (P x y) = _
    rw [mul_assoc, Complex.mul_conj, Complex.normSq_eq_norm_sq]
    push_cast
    ring
  simp only [Matrix.trace, Matrix.diag_apply, Matrix.mul_apply, h, Finset.sum_neg_distrib,
    exchangeEnergy]
  push_cast
  ring
```

For $\operatorname{tr}P=N$, the proof shows that $P$ acts as a projection onto its own range. Mathlib supplies the fact that the trace of a projection is the dimension of that range, which for a matrix is its rank.

```lean
/-- The trace of an idempotent matrix is its rank. -/
theorem trace_eq_rank {P : Matrix n n ℂ} (hPP : P * P = P) : P.trace = (P.rank : ℂ) := by
  classical
  have hproj : LinearMap.IsProj (LinearMap.range P.mulVecLin) P.mulVecLin :=
    ⟨fun x => LinearMap.mem_range_self _ x, by
      rintro _ ⟨x, rfl⟩
      simp [Matrix.mulVec_mulVec, hPP]⟩
  have hm : LinearMap.toMatrix' P.mulVecLin = P := by
    rw [← Matrix.toLin'_apply', LinearMap.toMatrix'_toLin']
  have ht := hproj.trace
  rw [LinearMap.trace_eq_matrix_trace ℂ (Pi.basisFun ℂ n),
    LinearMap.toMatrix_eq_toMatrix', hm] at ht
  exact ht
```

## Levels, commutation and energy in one theorem

The main theorem assumes that `P` is Hermitian, idempotent and of rank `N`, and that it commutes with the original Fock matrix. Its five conclusions are, in order, the new Fock matrix, the persistence of commutation, the equivalence for occupied vectors, the equivalence for virtual vectors and the energy shift. Neither `h` nor `v` needs any symmetry here, and `ε` may be complex.

The same `h` and `P` appear before and after the shift. The theorem thus describes a correction at a fixed density matrix; it does not follow a new self-consistent cycle, and it does not say which $c$ brings a supercell closest to the infinite system.

```lean
/-- **Constant shift of the exchange interaction.** The Fock matrix changes by `-c P` and still
commutes with `P`; occupied orbital energies move by `-c`, virtual ones stay, and the exchange
energy changes by `-c N / 2`. -/
theorem constant_shift {h P : Matrix n n ℂ} {v : Matrix n n ℝ} {N : ℕ} (c : ℝ)
    (hP : P.IsHermitian) (hPP : P * P = P) (hN : P.rank = N) (hF : Commute (fock h v P) P) :
    fock h (shift v c) P = fock h v P - (c : ℂ) • P ∧
    Commute (fock h (shift v c) P) P ∧
    (∀ (φ : n → ℂ) (ε : ℂ), P *ᵥ φ = φ →
      (fock h (shift v c) P *ᵥ φ = (ε - c) • φ ↔ fock h v P *ᵥ φ = ε • φ)) ∧
    (∀ (φ : n → ℂ) (ε : ℂ), P *ᵥ φ = 0 →
      (fock h (shift v c) P *ᵥ φ = ε • φ ↔ fock h v P *ᵥ φ = ε • φ)) ∧
    exchangeEnergy (shift v c) P = exchangeEnergy v P - c * N / 2 := by
  refine ⟨fock_shift h v P c, ?_, ?_, ?_, ?_⟩
  · rw [fock_shift]
    change (fock h v P - (c : ℂ) • P) * P = P * (fock h v P - (c : ℂ) • P)
    rw [Matrix.sub_mul, Matrix.mul_sub, hF.eq, Matrix.smul_mul, Matrix.mul_smul]
  · intro φ ε hφ
    rw [fock_shift, Matrix.sub_mulVec, Matrix.smul_mulVec, hφ, sub_smul, sub_left_inj]
  · intro φ ε hφ
    rw [fock_shift, Matrix.sub_mulVec, Matrix.smul_mulVec, hφ, smul_zero, sub_zero]
  · -- the energy shift is `-(c/2) tr(P P) = -(c/2) tr P`
    have hK : exchange (shift v c) P = exchange v P - (c : ℂ) • P := by
      have h0 := fock_shift 0 v P c
      simpa only [fock, zero_add] using h0
    apply Complex.ofReal_injective
    rw [exchangeEnergy_eq_trace _ hP, hK, Matrix.sub_mul, Matrix.smul_mul, hPP,
      Matrix.trace_sub, Matrix.trace_smul, trace_eq_rank hPP, hN, smul_eq_mul]
    push_cast
    rw [exchangeEnergy_eq_trace v hP]
    ring
```

The proof of commutation expands both products and uses `hF`. In the two equivalences, `hφ` replaces $P\phi$ by $\phi$ or by $0$; in the first case the common term $c\phi$ cancels, and in the second the extra term vanishes. For the energy, `hK` is the Fock shift with $h=0$, and the trace formula reduces the claim to $\operatorname{tr}P=N$.

## Eigenvectors that mix occupied and virtual parts

The equivalences above apply to vectors already known to be occupied or virtual. The next theorem covers an arbitrary eigenvector of the original Fock matrix. The step `key` moves $F$ past $P$, while `hocc` and `hvir` record that the two parts are occupied and virtual. One of the parts may be zero, and its equation is then trivial.

```lean
/-- Let `P` be idempotent and commute with the Fock matrix `F`. If `F φ = ε φ`, the occupied part of
`φ` satisfies the shifted Fock equation with `ε - c`, and the virtual part satisfies it with `ε`. -/
theorem eigenvector_splits {h P : Matrix n n ℂ} {v : Matrix n n ℝ} (c : ℝ)
    (hPP : P * P = P) (hF : Commute (fock h v P) P) {φ : n → ℂ} {ε : ℂ}
    (hφ : fock h v P *ᵥ φ = ε • φ) :
    fock h (shift v c) P *ᵥ (P *ᵥ φ) = (ε - c) • (P *ᵥ φ) ∧
    fock h (shift v c) P *ᵥ (φ - P *ᵥ φ) = ε • (φ - P *ᵥ φ) := by
  -- commutation carries the eigenvalue equation over to the projected vector
  have key : fock h v P *ᵥ (P *ᵥ φ) = ε • (P *ᵥ φ) := by
    rw [Matrix.mulVec_mulVec, hF.eq, ← Matrix.mulVec_mulVec, hφ, Matrix.mulVec_smul]
  have hocc : P *ᵥ (P *ᵥ φ) = P *ᵥ φ := by rw [Matrix.mulVec_mulVec, hPP]
  have hvir : P *ᵥ (φ - P *ᵥ φ) = 0 := by rw [Matrix.mulVec_sub, hocc, sub_self]
  constructor
  · rw [fock_shift, Matrix.sub_mulVec, Matrix.smul_mulVec, hocc, key, sub_smul]
  · rw [fock_shift, Matrix.sub_mulVec, Matrix.smul_mulVec, hvir, smul_zero, sub_zero,
      Matrix.mulVec_sub, hφ, key, smul_sub]
```

## The gap bound moves by c

Each direction of the equivalence takes a pair of orbitals for one Fock matrix and presents it as a pair for the other, with the occupied energy moved to `ε - c` or `ε + c`. The final inequality is linear. Commutation is not assumed, so in general some eigenvectors may be neither occupied nor virtual, and the bound says nothing about them. When $F$ is Hermitian and commutes with the projector $P$, the bound describes the whole spectrum, since the eigenvectors can then be chosen occupied or virtual.

```lean
/-- The occupied-virtual gap is at least `g + c` after the shift exactly when it is at least `g`
before it. -/
theorem gap_shift (h P : Matrix n n ℂ) (v : Matrix n n ℝ) (c g : ℝ) :
    GapAtLeast (fock h (shift v c) P) P (g + c) ↔ GapAtLeast (fock h v P) P g := by
  rw [fock_shift]
  constructor
  · intro H φ ψ ε η h1 h2 h3 h4 h5 h6
    have := H φ ψ (ε - c) η h1 h2 h3 h4
      (by rw [Matrix.sub_mulVec, Matrix.smul_mulVec, h3, h5, Complex.ofReal_sub, sub_smul])
      (by rw [Matrix.sub_mulVec, Matrix.smul_mulVec, h4, h6, smul_zero, sub_zero])
    linarith
  · intro H φ ψ ε η h1 h2 h3 h4 h5 h6
    rw [Matrix.sub_mulVec, Matrix.smul_mulVec, h3] at h5
    rw [Matrix.sub_mulVec, Matrix.smul_mulVec, h4, smul_zero, sub_zero] at h6
    have := H φ ψ (ε + c) η h1 h2 h3 h4
      (by rw [Complex.ofReal_add, add_smul]; exact sub_eq_iff_eq_add.mp h5) h6
    linarith
```

## A dimer with one occupied orbital

Two sites with hopping amplitude $-t$, on-site interaction $U$ and intersite interaction $W$ give a concrete case. The occupied orbital is $(1,1)/\sqrt2$, whose projector has all entries equal to $\tfrac12$.

```lean
/-- The projector onto the even combination of two sites. -/
def dimerP : Matrix (Fin 2) (Fin 2) ℂ := !![1 / 2, 1 / 2; 1 / 2, 1 / 2]

/-- Hopping with amplitude `-t` between two sites. -/
def dimerH (t : ℝ) : Matrix (Fin 2) (Fin 2) ℂ := !![0, -(t : ℂ); -(t : ℂ), 0]

/-- On-site interaction `U` and intersite interaction `W` on two sites. -/
def dimerV (U W : ℝ) : Matrix (Fin 2) (Fin 2) ℝ := !![U, W; W, U]
```

The Hartree potential is left out of $h$ here; it equals $(U+W)/2$ on both sites and would raise both levels equally. The Fock matrix then has diagonal entries $-U/2$ and off-diagonal entries $-t-W/2$. The even orbital has energy $-U/2-t-W/2$, and the odd orbital $(1,-1)/\sqrt2$ has energy $-U/2+t+W/2$. Adding $c$ to both $U$ and $W$ lowers the first by $c$ and cancels in the second. The exchange energy $-(U+W)/4$ changes by $-c/2$, as it should for $N=1$.

The theorem below confirms that the dimer satisfies the hypotheses for all real $t$, $U$ and $W$. Most parts are checked entry by entry; the rank follows from the trace, and commutation from the explicit Fock matrix `hf`.

```lean
/-- The two-site dimer has Hermitian hopping, a symmetric interaction and a Hermitian projector
of rank one that commutes with its Fock matrix. -/
theorem dimer_witness (t U W : ℝ) :
    (dimerH t).IsHermitian ∧ (dimerV U W).IsSymm ∧ dimerP.IsHermitian ∧
    dimerP * dimerP = dimerP ∧ dimerP.rank = 1 ∧
    Commute (fock (dimerH t) (dimerV U W) dimerP) dimerP := by
  have hPP : dimerP * dimerP = dimerP := by
    ext i j
    fin_cases i <;> fin_cases j <;>
      norm_num [dimerP, Matrix.mul_apply, Fin.sum_univ_two]
  refine ⟨?_, ?_, ?_, hPP, ?_, ?_⟩
  · refine Matrix.IsHermitian.ext fun i j => ?_
    fin_cases i <;> fin_cases j <;> simp [dimerH]
  · refine Matrix.IsSymm.ext fun i j => ?_
    fin_cases i <;> fin_cases j <;> simp [dimerV]
  · refine Matrix.IsHermitian.ext fun i j => ?_
    fin_cases i <;> fin_cases j <;> simp [dimerP]
  · have h1 : dimerP.trace = 1 := by
      rw [Matrix.trace_fin_two]
      norm_num [dimerP]
    rw [trace_eq_rank hPP] at h1
    exact_mod_cast h1
  · -- the Fock matrix has equal diagonal and equal off-diagonal entries
    have hf : fock (dimerH t) (dimerV U W) dimerP =
        !![-(U : ℂ) / 2, -(t : ℂ) - W / 2; -(t : ℂ) - W / 2, -(U : ℂ) / 2] := by
      ext i j
      change dimerH t i j + -((dimerV U W i j : ℝ) : ℂ) * dimerP i j = _
      fin_cases i <;> fin_cases j <;> simp [dimerH, dimerV, dimerP] <;> ring
    rw [hf]
    change _ * _ = _ * _
    ext i j
    fin_cases i <;> fin_cases j <;>
      simp [dimerP, Matrix.mul_apply, Fin.sum_univ_two] <;> ring

end

end ExchangeConstantShift
```

```lean
#print axioms ExchangeConstantShift.fock_isHermitian
-- 'ExchangeConstantShift.fock_isHermitian' depends on axioms: [propext, Classical.choice, Quot.sound]
#print axioms ExchangeConstantShift.constant_shift
-- 'ExchangeConstantShift.constant_shift' depends on axioms: [propext, Classical.choice, Quot.sound]
#print axioms ExchangeConstantShift.eigenvector_splits
-- 'ExchangeConstantShift.eigenvector_splits' depends on axioms: [propext, Classical.choice, Quot.sound]
#print axioms ExchangeConstantShift.gap_shift
-- 'ExchangeConstantShift.gap_shift' depends on axioms: [propext, Classical.choice, Quot.sound]
```
